# The thermal bath function of finitely many bosonic modes as a cosine sum about the complex time −iβ/2

For a finite family of modes with real weights `S j` (no sign assumed), positive frequencies `w j` and positive `β`, the function `corr` is G(t) = ∑ S_j (n_j exp(i w_j t) + (n_j + 1) exp(−i w_j t)), where n_j = 1/(exp(β w_j) − 1) is the Bose occupation. The theorem `corr_closed_form` states that at every complex time t this equals ∑ S_j cos(w_j (t − t*)) / sinh(β w_j / 2), with t* = −iβ/2, so that the terms in exp(i w_j t) and exp(−i w_j t) of each mode merge into one cosine measured from t*. The attempt unfolds `corr`, compares the two sums term by term with `Finset.sum_congr`, and rewrites each mode with the single-mode identity `mode_closed_form`. What is left is a difference of bracketing, S_j · (cos / sinh) against (S_j · cos) / sinh, which the attempt tries to remove by rewriting with `mul_div_assoc`.

An attempt in Lean 4 with a fault in it:

```lean
import Mathlib

open Complex Finset

namespace SpinBosonSaddle

noncomputable section

variable {ι : Type*} [Fintype ι]

/-- Bose occupation `n = 1/(exp(β w) - 1)` of a mode of frequency `w`. -/
def bose (β w : ℝ) : ℝ := 1 / (Real.exp (β * w) - 1)

/-- The bath function `G(t) = ∑ S_j (n_j exp(i w_j t) + (n_j + 1) exp(-i w_j t))`
at complex time `t`. -/
def corr (β : ℝ) (S w : ι → ℝ) (t : ℂ) : ℂ :=
  ∑ j, (S j : ℂ) * ((bose β (w j) : ℂ) * Complex.exp (I * w j * t)
    + ((bose β (w j) : ℂ) + 1) * Complex.exp (-(I * w j * t)))

/-- The complex time `t* = -iβ/2`. -/
def saddle (β : ℝ) : ℂ := -(I * β / 2)

/-- The weights `n exp(βw/2)` and `(n + 1) exp(-βw/2)` both equal `1/(2 sinh(βw/2))`. -/
theorem bose_half_shift {β w : ℝ} (hβ : 0 < β) (hw : 0 < w) :
    bose β w * Real.exp (β * w / 2) = 1 / (2 * Real.sinh (β * w / 2)) ∧
    (bose β w + 1) * Real.exp (-(β * w / 2)) = 1 / (2 * Real.sinh (β * w / 2)) := by
  have h : Real.exp (β * w) = Real.exp (β * w / 2) ^ 2 := by
    rw [sq, ← Real.exp_add]; congr 1; ring
  have hx : 1 < Real.exp (β * w / 2) := by
    have h0 : 0 < β * w / 2 := by positivity
    linarith [Real.add_one_le_exp (β * w / 2)]
  unfold bose
  rw [h, Real.sinh_eq, Real.exp_neg]
  generalize Real.exp (β * w / 2) = x at hx ⊢
  have hx0 : x ≠ 0 := by linarith
  have h1 : x ^ 2 - 1 ≠ 0 := by nlinarith
  have h2 : x - x⁻¹ = (x ^ 2 - 1) / x := by field_simp
  rw [h2]
  constructor <;> field_simp
  ring

/-- For one mode and any complex time, `n exp(iwt) + (n + 1) exp(-iwt)` equals
`cos(w (t - t*)) / sinh(βw/2)`. -/
theorem mode_closed_form {β w : ℝ} (hβ : 0 < β) (hw : 0 < w) (t : ℂ) :
    (bose β w : ℂ) * Complex.exp (I * w * t)
      + ((bose β w : ℂ) + 1) * Complex.exp (-(I * w * t))
      = Complex.cos (w * (t - saddle β)) / (Real.sinh (β * w / 2) : ℝ) := by
  obtain ⟨h1, h2⟩ := bose_half_shift hβ hw
  have h1c : (bose β w : ℂ) * (Real.exp (β * w / 2) : ℝ)
      = 1 / (2 * ((Real.sinh (β * w / 2) : ℝ) : ℂ)) := by
    simpa only [ofReal_mul, ofReal_div, ofReal_one, ofReal_ofNat] using
      congrArg Complex.ofReal h1
  have h2c : ((bose β w : ℂ) + 1) * (Real.exp (-(β * w / 2)) : ℝ)
      = 1 / (2 * ((Real.sinh (β * w / 2) : ℝ) : ℂ)) := by
    simpa only [ofReal_mul, ofReal_div, ofReal_one, ofReal_ofNat, ofReal_add] using
      congrArg Complex.ofReal h2
  -- measuring time from t* splits off the real factors exp(±βw/2)
  have e1 : Complex.exp (I * w * t)
      = Complex.exp (w * (t - saddle β) * I) * (Real.exp (β * w / 2) : ℝ) := by
    rw [Complex.ofReal_exp, ← Complex.exp_add]
    unfold saddle
    congr 1
    push_cast
    linear_combination (-((w : ℂ) * β / 2)) * Complex.I_sq
  have e2 : Complex.exp (-(I * w * t))
      = Complex.exp (-(w * (t - saddle β)) * I) * (Real.exp (-(β * w / 2)) : ℝ) := by
    rw [Complex.ofReal_exp, ← Complex.exp_add]
    unfold saddle
    congr 1
    push_cast
    linear_combination ((w : ℂ) * β / 2) * Complex.I_sq
  linear_combination (bose β w : ℂ) * e1 + ((bose β w : ℂ) + 1) * e2
    + Complex.exp (w * (t - saddle β) * I) * h1c
    + Complex.exp (-(w * (t - saddle β)) * I) * h2c
    - (1 / (2 * ((Real.sinh (β * w / 2) : ℝ) : ℂ))) * Complex.two_cos (w * (t - saddle β))

/-- At every complex time, `G(t) = ∑ S_j cos(w_j (t - t*)) / sinh(β w_j / 2)`. -/
theorem corr_closed_form {β : ℝ} (S : ι → ℝ) {w : ι → ℝ} (hβ : 0 < β) (hw : ∀ j, 0 < w j)
    (t : ℂ) :
    corr β S w t = ∑ j, (S j : ℂ) * Complex.cos (w j * (t - saddle β))
      / (Real.sinh (β * w j / 2) : ℝ) := by
  unfold corr
  refine Finset.sum_congr rfl fun j _ => ?_
  rw [mode_closed_form hβ (hw j), mul_div_assoc]

end

end SpinBosonSaddle
```

Compiling this gives:

```
Main.lean:81:41: error: unsolved goals
ι : Type u_1
inst✝ : Fintype ι
β : ℝ
S w : ι → ℝ
hβ : 0 < β
hw : ∀ (j : ι), 0 < w j
t : ℂ
j : ι
x✝ : j ∈ univ
⊢ ↑(S j) * (cos (↑(w j) * (t - saddle β)) / ↑(Real.sinh (β * (w j / 2)))) =
    ↑(S j) * cos (↑(w j) * (t - saddle β)) / ↑(Real.sinh (β * (w j / 2)))
```

The change, after which it compiles:

```diff
@@ -82,5 +82,6 @@
   unfold corr
   refine Finset.sum_congr rfl fun j _ => ?_
-  rw [mode_closed_form hβ (hw j), mul_div_assoc]
+  rw [mode_closed_form hβ (hw j)]
+  exact (mul_div_assoc _ _ _).symm
 
 end
```

The message says that both rewrites went through but the goal stayed open. The lemma `mul_div_assoc` reads `a * b / c = a * (b / c)`, and `rw` fixes `a`, `b`, `c` and their type from the first subterm that fits the pattern, then rewrites all occurrences of that one instance. The intended match was the complex quotient `↑(S j) * cos … / ↑(Real.sinh …)` on the right. The match actually taken was the real expression `β * w j / 2` inside `Real.sinh`, as the goal shows: on both sides the argument has become `β * (w j / 2)`, while the outer bracketing still differs, so the `rfl` that `rw` tries at the end did not close it.

The diff keeps only the rewrite with `mode_closed_form`, leaving a goal of the form `a * (b / c) = a * b / c`. The term `(mul_div_assoc _ _ _).symm` has exactly this shape, and `exact` unifies it with the whole equation instead of searching subterms. The placeholders are thereby forced to be the complex weight, cosine and hyperbolic sine, and the goal closes.
